# A lower bound on the overlap of two Slater determinants with orthonormal orbitals

When matrix elements between two nonorthogonal Slater determinants are evaluated through the inverse of their occupied-orbital overlap matrix $S$, that inverse has to exist. A sufficient test needs only the squared entries of $S$. For $N$ occupied spin orbitals in each determinant, put

$$L = N - \sum_{i,j} |S_{ij}|^2 .$$

If each set of orbitals is orthonormal, then $|\det S|^2 \ge 1 - L$, so $L < 1$ guarantees that $S$ is invertible. For single determinants in a finite one-particle basis, this also puts a floor under the squared many-electron overlap.

The bound holds for every square complex $S$ such that $1 - S^\dagger S$ is positive semidefinite, and orthonormality of the orbitals supplies this condition. Equality holds exactly when $1 - S^\dagger S$ has rank at most one.

```lean
import Mathlib

open Matrix
open scoped ComplexOrder

namespace SlaterOverlapLowerBound

variable {m n : Type*} [Fintype m] [Fintype n] [DecidableEq n]
```

The finite type `n` labels the occupied orbitals, and its number of elements is $N$. The finite type `m` labels an orthonormal one-particle basis. In Lean, `Sᴴ` is the conjugate transpose $S^\dagger$, and `‖·‖` applied to a complex number is its modulus. The quantity $L$ is the real number `deficit S`, defined for any square matrix, whether or not it comes from orbitals.

```lean
/-- The overlap deficit `L = N - ∑ |S i j|²` of an `N` by `N` overlap matrix. -/
noncomputable def deficit {n : Type*} [Fintype n] (S : Matrix n n ℂ) : ℝ :=
  (Fintype.card n : ℝ) - ∑ i, ∑ j, ‖S i j‖ ^ 2
```

## Losses between zero and one

The bound comes down to a statement about real numbers $d_i$ with $0 \le d_i \le 1$. For orthonormal orbitals, $d_i$ is the part of the squared norm that a suitably rotated orbital of one determinant loses when it is projected onto the occupied space of the other. The claim is

$$\prod_i (1 - d_i) \ge 1 - \sum_i d_i .$$

The proof is by induction on the number of factors. With no factors, both sides are 1. For the step, let $P$ be the product and $W$ the sum over the factors already treated, and add a new loss $d_a$. The excess of the left side over the right is then

$$(1-d_a)P - (1 - d_a - W) = (P - 1 + W) + d_a(1 - P).$$

The first bracket is nonnegative by the induction hypothesis. The second term is nonnegative because $d_a \ge 0$ and $P \le 1$, and $P \le 1$ holds because every factor lies between 0 and 1.

In Lean the two limits are `h0` and `h1`. Both go into `hP`, which states $P \le 1$, and `nlinarith` then combines the induction hypothesis with the product $d_a(1-P) \ge 0$.

```lean
/-- For losses `d i` between 0 and 1, the product of the surviving fractions `1 - d i`
is at least one minus the total loss. -/
theorem one_sub_sum_le_prod {ι : Type*} (s : Finset ι) (d : ι → ℝ)
    (h0 : ∀ i, 0 ≤ d i) (h1 : ∀ i, d i ≤ 1) :
    1 - ∑ i ∈ s, d i ≤ ∏ i ∈ s, (1 - d i) := by
  classical
  induction s using Finset.induction_on with
  | empty => simp
  | insert a s ha ih =>
    rw [Finset.sum_insert ha, Finset.prod_insert ha]
    have hP : ∏ i ∈ s, (1 - d i) ≤ 1 :=
      Finset.prod_le_one (fun i _ => sub_nonneg.2 (h1 i)) (fun i _ => by linarith [h0 i])
    nlinarith [mul_nonneg (h0 a) (sub_nonneg.2 hP)]
```

Without the lower limit the inequality can fail: for losses $-3$ and $1$ the product is $0$, while one minus the sum is $3$. Without the upper limit it can fail too: three losses equal to $4$ give $-27$ on the left and $-11$ on the right.

The same splitting settles equality. If the excess is zero, both nonnegative terms vanish, so $P = 1 - W$ and $d_a(1-P) = 0$. If $d_a \neq 0$, then $P = 1$ and $W = 0$, and all earlier losses vanish because they are nonnegative. If $d_a = 0$, the induction hypothesis says that at most one earlier loss is nonzero.

Conversely, suppose that at most one loss is nonzero. The induction hypothesis gives $P = 1 - W$. Then either $d_a = 0$, or $W = 0$ and $P = 1$, and the excess vanishes in both cases.

Lean expresses "at most one is nonzero" by saying that any two indices with nonzero losses are equal. The fact `key` is the step from $d_a \neq 0$ to the vanishing of all the others.

```lean
/-- For losses between 0 and 1, the product of the surviving fractions equals one minus the
total loss exactly when at most one loss is nonzero. -/
theorem prod_eq_one_sub_sum_iff {ι : Type*} (s : Finset ι) (d : ι → ℝ)
    (h0 : ∀ i, 0 ≤ d i) (h1 : ∀ i, d i ≤ 1) :
    ∏ i ∈ s, (1 - d i) = 1 - ∑ i ∈ s, d i ↔
      ∀ i ∈ s, ∀ j ∈ s, d i ≠ 0 → d j ≠ 0 → i = j := by
  classical
  induction s using Finset.induction_on with
  | empty => simp
  | insert a s ha ih =>
    rw [Finset.sum_insert ha, Finset.prod_insert ha]
    have hP : ∏ i ∈ s, (1 - d i) ≤ 1 :=
      Finset.prod_le_one (fun i _ => sub_nonneg.2 (h1 i)) (fun i _ => by linarith [h0 i])
    have hW := one_sub_sum_le_prod s d h0 h1
    have hm := mul_nonneg (h0 a) (sub_nonneg.2 hP)
    constructor
    · intro h i hi j hj hdi hdj
      -- the excess is a sum of two nonnegative terms, so both vanish
      have hs : ∏ i ∈ s, (1 - d i) = 1 - ∑ i ∈ s, d i := by nlinarith
      have hz : d a * (1 - ∏ i ∈ s, (1 - d i)) = 0 := by linear_combination h - hs
      have key : d a ≠ 0 → ∀ k ∈ s, d k = 0 := by
        intro hda k hk
        have hp := (mul_eq_zero.1 hz).resolve_left hda
        have hsum : ∑ i ∈ s, d i = 0 := by linarith
        exact (Finset.sum_eq_zero_iff_of_nonneg (fun i _ => h0 i)).1 hsum k hk
      rcases Finset.mem_insert.1 hi with hia | his <;>
        rcases Finset.mem_insert.1 hj with hja | hjs
      · rw [hia, hja]
      · exact absurd (key (hia ▸ hdi) j hjs) hdj
      · exact absurd (key (hja ▸ hdj) i his) hdi
      · exact ih.1 hs i his j hjs hdi hdj
    · intro h
      have hs := ih.2 (fun i hi j hj =>
        h i (Finset.mem_insert_of_mem hi) j (Finset.mem_insert_of_mem hj))
      by_cases hda : d a = 0
      · rw [hda, hs]; ring
      · have hz : ∑ i ∈ s, d i = 0 := Finset.sum_eq_zero (fun k hk => by
          by_contra hdk
          have hak := h a (Finset.mem_insert_self a s) k (Finset.mem_insert_of_mem hk) hda hdk
          exact ha (by rw [hak]; exact hk))
        rw [hs, hz]; ring
```

## No rotated orbital gains norm: $1 - S^\dagger S \ge 0$

For a vector $x$, the form $x^\dagger(1 - S^\dagger S)x$ equals $\|x\|^2 - \|Sx\|^2$. Positive semidefiniteness therefore says that $S$ never lengthens a vector. For an overlap matrix of orthonormal orbitals, this is the statement that a projection does not increase a norm.

Write $D = 1 - S^\dagger S$ and let $d_i$ be its eigenvalues. They are real because $D$ is Hermitian. Their sum is the trace,

$$\sum_i d_i = \operatorname{tr} D = N - \sum_{i,j}|S_{ij}|^2 = L ,$$

which holds for any $S$. The theorem `trace_one_sub` proves $\operatorname{tr} D = L$ by writing out the diagonal of $S^\dagger S$ and exchanging the two sums.

```lean
/-- The overlap deficit is the trace of `1 - Sᴴ S`. -/
theorem trace_one_sub (S : Matrix n n ℂ) : (1 - Sᴴ * S).trace = (deficit S : ℂ) := by
  have h : (Sᴴ * S).trace = ((∑ i, ∑ j, ‖S i j‖ ^ 2 : ℝ) : ℂ) := by
    rw [Finset.sum_comm]
    push_cast
    simp only [Matrix.trace, Matrix.diag_apply, Matrix.mul_apply, Matrix.conjTranspose_apply]
    refine Finset.sum_congr rfl fun j _ => Finset.sum_congr rfl fun i _ => ?_
    exact Complex.conj_mul' (S i j)
  rw [Matrix.trace_sub, Matrix.trace_one, h]
  simp [deficit]
```

Three more facts are needed.

- **Lower limit.** $d_i \ge 0$ because $D$ is positive semidefinite. In the derivation by hand, this is the only place where the condition is used.
- **Upper limit.** For a unit eigenvector $v$ with eigenvalue $d_i$, $d_i = v^\dagger D v = 1 - \|Sv\|^2 \le 1$.
- **Determinant.** The characteristic polynomial of $D$ is $\det(z - D) = \prod_i (z - d_i)$. At $z = 1$ this reads $\det(S^\dagger S) = \prod_i (1 - d_i)$, and the left side is $|\det S|^2$.

The rank of a Hermitian matrix is the number of its nonzero eigenvalues, so $D$ has rank at most one exactly when at most one $d_i$ is nonzero.

The theorem `exists_losses` collects these facts. The condition `hS` enters through `hS.eigenvalues_nonneg`, and its Hermitian part `hS.1` provides the eigenvalues. The upper limit is the inner statement `key`, applied to the normalised eigenvectors. The determinant formula comes from evaluating `hD.charpoly_eq` at one.

```lean
/-- If `1 - Sᴴ S` is positive semidefinite, there are losses `d i` between 0 and 1 that add up
to the deficit and whose surviving fractions multiply to `|det S|²`; at most one of them is
nonzero exactly when `1 - Sᴴ S` has rank at most one. -/
theorem exists_losses (S : Matrix n n ℂ) (hS : (1 - Sᴴ * S).PosSemidef) :
    ∃ d : n → ℝ, (∀ i, 0 ≤ d i) ∧ (∀ i, d i ≤ 1) ∧ deficit S = ∑ i, d i ∧
      ‖S.det‖ ^ 2 = ∏ i, (1 - d i) ∧
      ((1 - Sᴴ * S).rank ≤ 1 ↔ ∀ i j, d i ≠ 0 → d j ≠ 0 → i = j) := by
  have hD : (1 - Sᴴ * S).IsHermitian := hS.1
  refine ⟨hD.eigenvalues, fun i => hS.eigenvalues_nonneg i, fun i => ?_, ?_, ?_, ?_⟩
  · -- on unit vectors the form of `1 - Sᴴ S` is at most one
    have key : ∀ v : n → ℂ, (star v ⬝ᵥ v).re = 1 →
        (star v ⬝ᵥ ((1 - Sᴴ * S) *ᵥ v)).re ≤ 1 := by
      intro v hv
      have hp : 0 ≤ (star v ⬝ᵥ ((Sᴴ * S) *ᵥ v)).re := (Complex.le_def.1
        ((Matrix.posSemidef_conjTranspose_mul_self S).dotProduct_mulVec_nonneg v)).1
      rw [Matrix.sub_mulVec, Matrix.one_mulVec, dotProduct_sub, Complex.sub_re, hv]
      linarith
    refine (hD.eigenvalues_eq i).trans_le (key _ ?_)
    have hn : ‖hD.eigenvectorBasis i‖ ^ 2 = 1 := by
      rw [hD.eigenvectorBasis.orthonormal.1 i]; norm_num
    rw [EuclideanSpace.norm_sq_eq] at hn
    refine Eq.trans ?_ hn
    rw [dotProduct, Complex.re_sum]
    refine Finset.sum_congr rfl fun k _ => ?_
    rw [Complex.sq_norm, Complex.normSq_apply]
    simp [Complex.mul_re]
  · apply Complex.ofReal_injective
    rw [← trace_one_sub, hD.trace_eq_sum_eigenvalues]
    simp
  · -- evaluate the characteristic polynomial of `1 - Sᴴ S` at one
    apply Complex.ofReal_injective
    have e := congrArg (Polynomial.eval 1) hD.charpoly_eq
    have e2 : Matrix.scalar n (1 : ℂ) - (1 - Sᴴ * S) = Sᴴ * S := by
      rw [map_one]; abel
    rw [Matrix.eval_charpoly, Polynomial.eval_prod, e2, Matrix.det_mul,
      Matrix.det_conjTranspose] at e
    push_cast
    refine (Complex.conj_mul' S.det).symm.trans (e.trans ?_)
    simp
  · rw [hD.rank_eq_card_non_zero_eigs, Fintype.card_le_one_iff]
    exact ⟨fun h i j hi hj => congrArg Subtype.val (h ⟨i, hi⟩ ⟨j, hj⟩),
      fun h a b => Subtype.ext (h _ _ a.2 b.2)⟩
```

Inserting these numbers into the product inequality gives

$$|\det S|^2 = \prod_i (1-d_i) \ge 1 - \sum_i d_i = 1 - L .$$

The Lean proof makes the same substitution: it obtains the losses, rewrites both sides and applies `one_sub_sum_le_prod`.

```lean
/-- If `1 - Sᴴ S` is positive semidefinite, the squared modulus of the determinant of `S` is at
least one minus the deficit of `S`. -/
theorem one_sub_deficit_le (S : Matrix n n ℂ) (hS : (1 - Sᴴ * S).PosSemidef) :
    1 - deficit S ≤ ‖S.det‖ ^ 2 := by
  obtain ⟨d, h0, h1, hL, hdet, -⟩ := exists_losses S hS
  rw [hL, hdet]
  exact one_sub_sum_le_prod _ d h0 h1
```

If $S$ is allowed to lengthen vectors, the bound can fail. For $S = \mathrm{diag}(2, 0)$ the eigenvalues of $D$ are $-3$ and $1$, the pair of losses that broke the product inequality.

## Rank at most one: when the bound is attained

With $D$ positive semidefinite, $|\det S|^2 = 1 - L$ holds exactly when $D$ has rank at most one. For orthonormal orbitals this means that, after a unitary rotation of one occupied set, all its orbitals except possibly one lie in the occupied space of the other determinant. Every case with $N = 1$ is of this kind, since there $|\det S|^2 = |S_{11}|^2 = 1 - L$.

With two nonzero losses the inequality is strict. Two losses of $0.1$ give $|\det S|^2 = 0.81$, while $1 - L = 0.8$.

The proof takes the rank statement from `exists_losses` and the equality case from `prod_eq_one_sub_sum_iff`.

```lean
/-- If `1 - Sᴴ S` is positive semidefinite, `|det S|²` equals one minus the deficit of `S` exactly
when `1 - Sᴴ S` has rank at most one. -/
theorem eq_one_sub_deficit_iff (S : Matrix n n ℂ) (hS : (1 - Sᴴ * S).PosSemidef) :
    ‖S.det‖ ^ 2 = 1 - deficit S ↔ (1 - Sᴴ * S).rank ≤ 1 := by
  obtain ⟨d, h0, h1, hL, hdet, hr⟩ := exists_losses S hS
  rw [hL, hdet, hr, prod_eq_one_sub_sum_iff _ d h0 h1]
  simp
```

## Orthonormal orbitals

The columns of the matrices $F$ and $G$ hold the occupied orbitals of the two determinants, expanded in the common basis `m`. The conditions $F^\dagger F = 1$ and $G^\dagger G = 1$ say that each set is orthonormal, while nothing is required between the sets. The overlap matrix is $S = F^\dagger G$. For coefficients in a nonorthogonal atomic-orbital basis, these formulas apply as written after a transformation to an orthonormal basis.

The part of $G$ outside the span of $F$ is $G - FS$. Its Gram matrix is

$$(G - FS)^\dagger (G - FS) = G^\dagger G - G^\dagger F S - S^\dagger F^\dagger G + S^\dagger F^\dagger F S .$$

Since $F^\dagger G = S$ and $G^\dagger F = S^\dagger$, the two middle terms are each $-S^\dagger S$. Orthonormality of $G$ turns the first term into $1$, and orthonormality of $F$ turns the last into $S^\dagger S$. What remains is $1 - S^\dagger S$, and a Gram matrix is positive semidefinite.

In Lean the overlap matrix is abbreviated to `K`, the equation between $1 - S^\dagger S$ and the Gram matrix is named `e`, and `hG` and `hF` are rewritten at the two places just named.

```lean
/-- The overlap matrix `S = Fᴴ G` of two sets of orthonormal orbitals has `1 - Sᴴ S`
positive semidefinite. -/
theorem overlap_contraction (F G : Matrix m n ℂ) (hF : Fᴴ * F = 1) (hG : Gᴴ * G = 1) :
    (1 - (Fᴴ * G)ᴴ * (Fᴴ * G)).PosSemidef := by
  generalize hK : Fᴴ * G = K
  have hGF : Gᴴ * F = Kᴴ := by
    rw [← hK, Matrix.conjTranspose_mul, Matrix.conjTranspose_conjTranspose]
  -- the Gram matrix of the parts of `G` outside the span of `F`
  have e : 1 - Kᴴ * K = (G - F * K)ᴴ * (G - F * K) := by
    rw [Matrix.conjTranspose_sub, Matrix.conjTranspose_mul F K, Matrix.sub_mul,
      Matrix.mul_sub, Matrix.mul_sub, hG, ← Matrix.mul_assoc Gᴴ F K, hGF,
      Matrix.mul_assoc Kᴴ Fᴴ G, hK, Matrix.mul_assoc Kᴴ Fᴴ (F * K),
      ← Matrix.mul_assoc Fᴴ F K, hF, Matrix.one_mul]
    abel
  rw [e]
  exact Matrix.posSemidef_conjTranspose_mul_self _
```

The conclusion can fail when just one orbital has the wrong norm. Let $e_1, e_2, e_3$ be orthonormal, and take $F$ with columns $e_1, e_2$ and $G$ with columns $2e_1, e_3$. Then $F^\dagger G = \mathrm{diag}(2, 0)$, which lengthens the first unit vector.

## A deficit below one

The condition $L < 1$ says that the losses add up to less than one whole orbital. By hand, $|\det S|^2 \ge 1 - L > 0$, so $\det S \neq 0$. The Lean proof assumes that the determinant is zero, inserts this into the bound and contradicts `hL`.

```lean
/-- For two sets of orthonormal orbitals `F` and `G`, the determinant of the overlap matrix `Fᴴ G`
is nonzero whenever the deficit of that matrix is below one. -/
theorem slater_overlap_ne_zero (F G : Matrix m n ℂ) (hF : Fᴴ * F = 1) (hG : Gᴴ * G = 1)
    (hL : deficit (Fᴴ * G) < 1) : (Fᴴ * G).det ≠ 0 := by
  intro h
  have hb := one_sub_deficit_le _ (overlap_contraction F G hF hG)
  rw [h] at hb
  norm_num at hb
  linarith
```

The theorem concerns the number $\det(F^\dagger G)$. That this number is the inner product of the two normalised many-electron states is the usual rule for Slater determinants, and it is taken here as the physical reading; the antisymmetrised states themselves are not constructed.

At $L = 1$ the conclusion can already fail. Replacing one orbital of a determinant by one orthogonal to all its occupied orbitals gives $L = 1$ and zero overlap. A larger deficit does not imply orthogonality either: for $N = 2$ and $S = \tfrac12 \cdot 1$, $L = \tfrac32$ and $\det S = \tfrac14$. The test therefore works in one direction only, and it loses its force for large systems in which many small losses add up to one or more.

## An unnormalised orbital defeats the test

For $S = \mathrm{diag}(2, 0)$ the squared entries sum to $4$, so $L = 2 - 4 = -2$ and $1 - L = 3$, while $\det S = 0$. The deficit is far below one and the matrix is nevertheless singular. Orthonormal orbitals always give $L \ge 0$. In a program, a value of $L$ that is negative beyond rounding thus means that the orbitals are not orthonormal or that $S$ was computed wrongly. The last theorem evaluates both sides for this matrix.

```lean
/-- For the matrix `diag(2, 0)` the squared determinant lies strictly below one minus the
deficit. -/
theorem bound_fails_without_contraction :
    ‖(!![2, 0; 0, 0] : Matrix (Fin 2) (Fin 2) ℂ).det‖ ^ 2 <
      1 - deficit (!![2, 0; 0, 0] : Matrix (Fin 2) (Fin 2) ℂ) := by
  norm_num [deficit, Matrix.det_fin_two, Fin.sum_univ_two]

end SlaterOverlapLowerBound
```

```lean
#print axioms SlaterOverlapLowerBound.eq_one_sub_deficit_iff
-- 'SlaterOverlapLowerBound.eq_one_sub_deficit_iff' depends on axioms: [propext, Classical.choice, Quot.sound]
#print axioms SlaterOverlapLowerBound.slater_overlap_ne_zero
-- 'SlaterOverlapLowerBound.slater_overlap_ne_zero' depends on axioms: [propext, Classical.choice, Quot.sound]
#print axioms SlaterOverlapLowerBound.bound_fails_without_contraction
-- 'SlaterOverlapLowerBound.bound_fails_without_contraction' depends on axioms: [propext, Classical.choice, Quot.sound]
```
